# Sign change of the GPM pair interaction with band filling

In the generalized perturbation method (GPM), the effective interaction between two sites of a random binary alloy is an energy integral up to the Fermi level. One sign favours unlike atoms on the two sites and the other favours like atoms; which is which depends on convention. The interaction vanishes for the empty band by definition, and in a tight-binding model a zeroth-moment sum rule makes it vanish for the full band too, but this says nothing about its sign in between: \(1-x^2\) on \([-1,1]\) vanishes at both ends and is positive throughout. With that rule alone, one cannot exclude that the interaction keeps one sign at every partial filling. The zeroth- and first-moment sum rules together exclude it, for a finite band and a continuous integrand that is not identically zero and is held fixed while the Fermi level moves.

## Model, claim and derivation

Let \([a,b]\) be the band, \(E\) the energy and \(f(E)\) the energy-resolved interaction of one pair of sites. The interaction at Fermi level \(x\) and the \(k\)-th moment are
\[ V(x)=\int_a^x f(E)\,dE, \qquad M_k=\int_a^b E^k f(E)\,dE . \]

In Lean 4 with Mathlib:

```lean
import Mathlib

open Set MeasureTheory intervalIntegral Filter Topology

namespace GPMPairInteraction

noncomputable section

/-- Pair interaction at Fermi level `x`: the energy-resolved interaction `f` integrated
from the band bottom `a` up to `x`. -/
def pairV (f : ℝ → ℝ) (a x : ℝ) : ℝ := ∫ E in a..x, f E

/-- The `k`-th energy moment of `f` over the band `[a, b]`. -/
def moment (f : ℝ → ℝ) (a b : ℝ) (k : ℕ) : ℝ := ∫ E in a..b, E ^ k * f E
```

So `pairV f a x` is \(V(x)\) and `moment f a b k` is \(M_k\). The sharp upper limit means zero temperature, and the Fermi level stands in for the filling; no electron count appears. `Icc a b` is \([a,b]\) and `Ioo a b` is \((a,b)\).

Claim: if \(a<b\), \(f\) is continuous and not identically zero on \([a,b]\), and \(M_0=M_1=0\), then \(V\) is strictly positive at some point of \((a,b)\), strictly negative at another, and zero at some point of \((a,b)\).

1. By the fundamental theorem of calculus, \(V\) is continuous on \([a,b]\) and \(V'=f\) on \((a,b)\).
2. Put \(P(x)=xV(x)-\int_a^x E f(E)\,dE\). Then \(P'=V+xf-xf=V\), \(P(a)=0\) and \(P(b)=bM_0-M_1\), hence \[ \int_a^b V(x)\,dx=bM_0-M_1 . \] The sum rules make this zero.
3. If \(V=0\) on \((a,b)\), then \(f=V'=0\) there, and by continuity at \(a\) and \(b\) too. So \(V(c)\neq0\) for some \(c\in(a,b)\).
4. Suppose \(V\ge0\) on \((a,b)\). Then \(V(c)>0\), and \(V\ge V(c)/2\) on \([c-\delta,c+\delta]\subset(a,b)\) for some \(\delta>0\), so \(\int_a^b V\ge\delta V(c)>0\), against step 2. Hence \(V(y)<0\) for some \(y\in(a,b)\). Repeating this with \(-V\) gives a point \(x\) with \(V(x)>0\).
5. The intermediate value theorem gives a zero between \(x\) and \(y\).

Among the counterexamples below, only \(f=-2E\) is backed by a theorem, and the rest are side arguments on paper.

## Continuity of \(f\)

The hypothesis `hf : ContinuousOn f (Icc a b)` says that the integrand has no poles, jumps or divergent edge singularities on the closed band. Values of \(f\) outside \([a,b]\) are unconstrained. By hand it enters steps 1 to 3. In the proof it first supplies integrability, which matters because Mathlib assigns the value zero to the integral of a non-integrable function.

```lean
variable {f : ℝ → ℝ} {a b : ℝ}

/-- The pair interaction is a continuous function of the Fermi level on the band. -/
theorem pairV_continuousOn (hab : a ≤ b) (hf : ContinuousOn f (Icc a b)) :
    ContinuousOn (pairV f a) (Icc a b) := by
  have hi : IntervalIntegrable f volume a b := hf.intervalIntegrable_of_Icc hab
  have h := continuousOn_primitive_interval' hi left_mem_uIcc
  rw [uIcc_of_le hab] at h
  exact h
```

For the derivative, `integral_hasDerivAt_right` needs integrability on \([a,x]\), measurability near \(x\) and continuity at \(x\). All three come from `hf`, and the last two are why \(x\) is taken strictly inside the band.

```lean
/-- Inside the band, the derivative of the pair interaction with respect to the Fermi
level is `f`. -/
theorem pairV_hasDerivAt (hf : ContinuousOn f (Icc a b)) {x : ℝ} (hx : x ∈ Ioo a b) :
    HasDerivAt (pairV f a) (f x) x := by
  have hi : IntervalIntegrable f volume a x :=
    (hf.mono (Icc_subset_Icc_right hx.2.le)).intervalIntegrable_of_Icc hx.1.le
  have hm := ContinuousOn.stronglyMeasurableAtFilter (μ := volume) isOpen_Ioo
    (hf.mono Ioo_subset_Icc_self) x hx
  exact integral_hasDerivAt_right hi hm (hf.continuousAt (Icc_mem_nhds hx.1 hx.2))
```

Step 2 applies both lemmas twice, to \(f\) and to \(E f(E)\), whose continuity is `hg`. In `hd` the product rule gives the derivative of \(P\), and `ring` cancels the two terms \(x f(x)\). No sum rule is used yet: `integral_pairV` holds for any moments.

```lean
/-- Integration by parts: the pair interaction integrated over all Fermi levels of the band
equals `b M₀ - M₁`. -/
theorem integral_pairV (hab : a ≤ b) (hf : ContinuousOn f (Icc a b)) :
    ∫ x in a..b, pairV f a x = b * moment f a b 0 - moment f a b 1 := by
  have hg : ContinuousOn (fun E => E * f E) (Icc a b) := continuousOn_id.mul hf
  have hV := pairV_continuousOn hab hf
  -- `x V(x) - ∫_a^x E f(E) dE` is a primitive of `V`
  have hc : ContinuousOn (fun x => x * pairV f a x - pairV (fun E => E * f E) a x) (Icc a b) :=
    (continuousOn_id.mul hV).sub (pairV_continuousOn hab hg)
  have hd : ∀ x ∈ Ioo a b,
      HasDerivAt (fun x => x * pairV f a x - pairV (fun E => E * f E) a x) (pairV f a x) x := by
    intro x hx
    have h := ((hasDerivAt_id' x).fun_mul (pairV_hasDerivAt hf hx)).fun_sub
      (pairV_hasDerivAt hg hx)
    exact h.congr_deriv (by ring)
  rw [integral_eq_sub_of_hasDerivAt_of_le hab hc hd (hV.intervalIntegrable_of_Icc hab)]
  simp [pairV, moment]
```

Some regularity is needed for step 3. A function equal to one at a single energy and zero elsewhere is not identically zero and has vanishing moments, yet its \(V\) is zero everywhere.

## \(f\) is not identically zero

The hypothesis `hne : ∃ E ∈ Icc a b, f E ≠ 0` says that the pair interacts at some energy. It is used once, in step 3, through the contrapositive lemma below. There `hev` states that \(V\) agrees with zero near \(x\), uniqueness of derivatives gives \(f(x)=0\), and `of_subset_closure` carries this to the band edges, since the energy in `hne` may be \(a\) or \(b\).

```lean
/-- If the pair interaction vanishes at every Fermi level inside the band, then `f`
vanishes on the whole closed band. -/
theorem eq_zero_of_pairV_eq_zero (hab : a < b) (hf : ContinuousOn f (Icc a b))
    (hV : ∀ x ∈ Ioo a b, pairV f a x = 0) : ∀ x ∈ Icc a b, f x = 0 := by
  have h1 : EqOn f (fun _ => (0 : ℝ)) (Ioo a b) := by
    intro x hx
    have hev : pairV f a =ᶠ[𝓝 x] fun _ => (0 : ℝ) := by
      filter_upwards [Ioo_mem_nhds hx.1 hx.2] with y hy using hV y hy
    exact (pairV_hasDerivAt hf hx).unique
      ((hasDerivAt_const x (0 : ℝ)).congr_of_eventuallyEq hev)
  -- extend to the band edges by continuity
  have h2 : EqOn f (fun _ => (0 : ℝ)) (Icc a b) :=
    h1.of_subset_closure hf continuousOn_const Ioo_subset_Icc_self
      (closure_Ioo hab.ne).symm.subset
  exact fun x hx => h2 hx
```

For \(f=0\) every other hypothesis holds and \(V=0\) has no sign; the interior zero survives, trivially.

## The band has positive width

The hypothesis `hab : a < b` asks for a band and not a single level. By hand, steps 3 and 4 need interior points. In the proof it is what `closure_Ioo` needs above, and what the strict comparison of integrals needs in step 4. That step is stated for a general continuous function \(g\). Assuming no negative value gives `hnn`, and `integral_lt_integral_of_continuousOn_of_le_of_exists_lt` compares the zero function with \(g\) and returns \(0<\int_a^b g\), contradicting `hint`. The comparison wants \(0\le g\) on \((a,b]\), which is `hle`, and the endpoint is covered by `hb`. The assumption `ha` does no mathematical work.

```lean
/-- A continuous function that vanishes at both band edges, integrates to zero over the band
and is nonzero somewhere inside is strictly negative somewhere inside. -/
theorem exists_neg_of_integral_eq_zero {g : ℝ → ℝ} (hab : a < b)
    (hg : ContinuousOn g (Icc a b)) (ha : g a = 0) (hb : g b = 0)
    (hint : ∫ x in a..b, g x = 0) (hne : ∃ x ∈ Ioo a b, g x ≠ 0) :
    ∃ x ∈ Ioo a b, g x < 0 := by
  by_contra hcon
  have hnn : ∀ x ∈ Ioo a b, 0 ≤ g x := fun x hx => not_lt.mp fun h => hcon ⟨x, hx, h⟩
  obtain ⟨c, hc, hc0⟩ := hne
  have hle : ∀ x ∈ Ioc a b, (fun _ => (0 : ℝ)) x ≤ g x := by
    intro x hx
    rcases hx.2.eq_or_lt with h | h
    · rw [h, hb]
    · exact hnn x ⟨hx.1, h⟩
  have hlt := integral_lt_integral_of_continuousOn_of_le_of_exists_lt hab
    continuousOn_const hg hle
    ⟨c, ⟨hc.1.le.trans (by rw [← sub_nonneg, sub_self, ← ha, ha]), hc.2.le⟩,
      lt_of_le_of_ne (hnn c hc) hc0.symm⟩
  rw [hint] at hlt
  simp at hlt
```

In the main theorem `pairV_changes_sign`, `hne` already forces \(a\le b\), so `hab` removes only \(a=b\). In that case all moments vanish for any \(f\), and \((a,b)\) is empty, so the conclusion fails.

## The two sum rules

The hypothesis `h0` is \(M_0=0\): the full band gives no interaction, \(V(b)=0\). The hypothesis `h1` is \(M_1=0\): the energy-weighted integrand also cancels. Given \(M_0=0\), the value of \(M_1\) does not depend on the zero of energy. Both rules are assumed. No coherent-potential medium, scattering matrix or Green function is constructed, and a real alloy whose potentials or concentration change with filling has an \(f\) that changes too, a case not covered.

By hand the rules enter only through \(bM_0-M_1=0\) in step 2. In the proof this is `hint`. The hypothesis `h0` is used a second time for `hb`, where the argument by hand ignores the endpoint. Then `hVne` is step 3, and the lemma of step 4 is applied to \(V\) for the negative value and to \(-V\) for the positive one.

```lean
/-- Sign change with filling: if `f` is continuous and not identically zero on the band and
its zeroth and first moments vanish, the pair interaction is strictly positive at some Fermi
level inside the band and strictly negative at another. -/
theorem pairV_changes_sign (hab : a < b) (hf : ContinuousOn f (Icc a b))
    (hne : ∃ E ∈ Icc a b, f E ≠ 0) (h0 : moment f a b 0 = 0) (h1 : moment f a b 1 = 0) :
    (∃ x ∈ Ioo a b, 0 < pairV f a x) ∧ (∃ y ∈ Ioo a b, pairV f a y < 0) := by
  have hV := pairV_continuousOn hab.le hf
  have ha : pairV f a a = 0 := by simp [pairV]
  have hb : pairV f a b = 0 := by simpa [moment, pairV] using h0
  have hint : ∫ x in a..b, pairV f a x = 0 := by
    rw [integral_pairV hab.le hf, h0, h1]
    ring
  -- `V` is not identically zero, since `V' = f`
  have hVne : ∃ x ∈ Ioo a b, pairV f a x ≠ 0 := by
    by_contra hcon
    obtain ⟨E, hE, hE0⟩ := hne
    refine hE0 (eq_zero_of_pairV_eq_zero hab hf (fun x hx => ?_) E hE)
    by_contra h
    exact hcon ⟨x, hx, h⟩
  refine ⟨?_, exists_neg_of_integral_eq_zero hab hV ha hb hint hVne⟩
  -- the same argument applied to `-V`
  obtain ⟨c, hc, hc0⟩ := hVne
  obtain ⟨x, hx, hx0⟩ := exists_neg_of_integral_eq_zero (g := fun x => -pairV f a x) hab
    hV.neg (by simp [ha]) (by simp [hb])
    (by rw [intervalIntegral.integral_neg, hint, neg_zero]) ⟨c, hc, neg_ne_zero.mpr hc0⟩
  exact ⟨x, hx, neg_lt_zero.mp hx0⟩
```

The statement gives existence only. It does not say where the two Fermi levels lie, which comes first, or how often the sign changes. Step 5 uses `isPreconnected_Ioo.intermediate_value`, so the zero lies strictly inside the band, apart from the zeros at the edges.

```lean
/-- Under the same conditions the pair interaction vanishes at some Fermi level strictly
inside the band. -/
theorem pairV_has_interior_zero (hab : a < b) (hf : ContinuousOn f (Icc a b))
    (hne : ∃ E ∈ Icc a b, f E ≠ 0) (h0 : moment f a b 0 = 0) (h1 : moment f a b 1 = 0) :
    ∃ z ∈ Ioo a b, pairV f a z = 0 := by
  obtain ⟨⟨x, hx, hx0⟩, ⟨y, hy, hy0⟩⟩ := pairV_changes_sign hab hf hne h0 h1
  have hV := (pairV_continuousOn hab.le hf).mono Ioo_subset_Icc_self
  exact isPreconnected_Ioo.intermediate_value hy hx hV ⟨hy0.le, hx0.le⟩
```

A test function that meets all the conditions, though it is not derived from an alloy, is \(f(E)=3E^2-1\) on \([-1,1]\), with \(f(0)=-1\). The moments follow from the primitives \(E^3-E\), which vanishes at both ends, and \(\tfrac34E^4-\tfrac12E^2\), which is even. The first primitive also gives \(V(x)=x^3-x\), positive below \(x=0\) and negative above.

```lean
/-- The function `3E² - 1` on the band `[-1, 1]` is continuous, not identically zero, and
has vanishing zeroth and first moments. -/
theorem pairV_changes_sign_witness :
    ContinuousOn (fun E : ℝ => 3 * E ^ 2 - 1) (Icc (-1) 1) ∧
    (∃ E ∈ Icc (-1 : ℝ) 1, 3 * E ^ 2 - 1 ≠ 0) ∧
    moment (fun E => 3 * E ^ 2 - 1) (-1) 1 0 = 0 ∧
    moment (fun E => 3 * E ^ 2 - 1) (-1) 1 1 = 0 := by
  refine ⟨by fun_prop, ⟨0, by norm_num, by norm_num⟩, ?_, ?_⟩
  · have hd : ∀ x ∈ uIcc (-1 : ℝ) 1,
        HasDerivAt (fun x : ℝ => x ^ 3 - x) (x ^ 0 * (3 * x ^ 2 - 1)) x := fun x _ =>
      ((hasDerivAt_pow 3 x).fun_sub (hasDerivAt_id' x)).congr_deriv (by norm_num)
    unfold moment
    rw [integral_eq_sub_of_hasDerivAt hd (Continuous.intervalIntegrable (by fun_prop) _ _)]
    norm_num
  · have hd : ∀ x ∈ uIcc (-1 : ℝ) 1,
        HasDerivAt (fun x : ℝ => 3 / 4 * x ^ 4 - 1 / 2 * x ^ 2)
          (x ^ 1 * (3 * x ^ 2 - 1)) x := fun x _ =>
      (((hasDerivAt_pow 4 x).const_mul (3 / 4 : ℝ)).fun_sub
        ((hasDerivAt_pow 2 x).const_mul (1 / 2 : ℝ))).congr_deriv (by norm_num; ring)
    unfold moment
    rw [integral_eq_sub_of_hasDerivAt hd (Continuous.intervalIntegrable (by fun_prop) _ _)]
    norm_num
```

Without \(M_0=0\), take \(f=1\) on \([-1,1]\): \(M_1=0\) by oddness, while \(V(x)=x+1>0\) inside. Without \(M_1=0\), take \(f(E)=-2E\) on \([-1,1]\). The theorem `first_moment_needed` states that \(M_0=0\) and that \(V>0\) at every interior Fermi level. Its proof computes \(V(x)=1-x^2\) in `hV`, reads \(M_0\) off as \(V(1)=0\), and gets positivity from \(-1<x<1\). Step 2 is where the argument breaks for this \(f\): \(M_1=-\tfrac43\), so \(\int_{-1}^{1}V=\tfrac43\).

```lean
/-- The zeroth-moment condition alone does not force a sign change: `f(E) = -2E` on
`[-1, 1]` has vanishing zeroth moment and a pair interaction that is strictly positive at
every Fermi level inside the band. -/
theorem first_moment_needed :
    moment (fun E => -2 * E) (-1) 1 0 = 0 ∧
    ∀ x ∈ Ioo (-1 : ℝ) 1, 0 < pairV (fun E => -2 * E) (-1) x := by
  have hV : ∀ x : ℝ, pairV (fun E => -2 * E) (-1) x = 1 - x ^ 2 := by
    intro x
    unfold pairV
    rw [intervalIntegral.integral_const_mul, integral_id]
    ring
  refine ⟨?_, fun x hx => ?_⟩
  · have h := hV 1
    unfold pairV at h
    unfold moment
    simp only [pow_zero, one_mul]
    rw [h]
    norm_num
  · rw [hV]
    nlinarith [hx.1, hx.2]

end

end GPMPairInteraction
```

```lean
#print axioms GPMPairInteraction.pairV_changes_sign
#print axioms GPMPairInteraction.pairV_has_interior_zero
#print axioms GPMPairInteraction.first_moment_needed
```

```
'GPMPairInteraction.pairV_changes_sign' depends on axioms: [propext, Classical.choice, Quot.sound]
'GPMPairInteraction.pairV_has_interior_zero' depends on axioms: [propext, Classical.choice, Quot.sound]
'GPMPairInteraction.first_moment_needed' depends on axioms: [propext, Classical.choice, Quot.sound]
```
